# For positive hopping on a finite connected graph, every cofactor of E − H is a nonzero polynomial in the energy E

The declaration `cofactor_ne_zero` concerns a non-interacting particle on a finite connected graph, with a real matrix `H` whose off-diagonal entries are positive on edges and zero elsewhere; the on-site energies are arbitrary, and `H` need not be symmetric. It states that every entry of the adjugate of `X - H` is a nonzero polynomial, so the numerator of the Green's function between any two sites, taken over det(E − H), does not vanish identically in the energy. The proof supposes that the entry at `i`, `j` is zero and picks a real `E` above all row sums of `H`, where `E - H` is invertible. There a unit source at `j` gives a positive amplitude at `i`, while the vanishing adjugate entry would make that amplitude zero.

Lean 4 with Mathlib refuses this proof:

```lean
import Mathlib

open Matrix Polynomial

namespace CofactorNeZero

noncomputable section

variable {n : Type*}

/-- The off-diagonal entries of `H` are positive on the edges of the graph `G` and zero
elsewhere; the on-site energies are arbitrary. -/
structure IsHopping (G : SimpleGraph n) (H : Matrix n n ℝ) : Prop where
  pos : ∀ i j, G.Adj i j → 0 < H i j
  zero : ∀ i j, i ≠ j → ¬ G.Adj i j → H i j = 0

variable [Fintype n] [DecidableEq n] {G : SimpleGraph n} {H : Matrix n n ℝ}

/-- The source `(E - H) x` written out site by site. -/
theorem source_apply (H : Matrix n n ℝ) (E : ℝ) (x : n → ℝ) (i : n) :
    ((E • (1 : Matrix n n ℝ) - H) *ᵥ x) i = E * x i - ∑ j, H i j * x j := by
  simp [Matrix.mulVec, dotProduct, sub_mul, Finset.sum_sub_distrib, Matrix.one_apply]

/-- Minimum principle: at an energy above all row sums of a hopping matrix, a nonnegative
source produces a nonnegative amplitude. -/
theorem amplitude_nonneg (hH : IsHopping G H) {E : ℝ} (hE : ∀ i, ∑ j, H i j < E)
    {x : n → ℝ} (hx : ∀ i, 0 ≤ ((E • (1 : Matrix n n ℝ) - H) *ᵥ x) i) (i : n) : 0 ≤ x i := by
  have : Nonempty n := ⟨i⟩
  -- look at the site where the amplitude is smallest
  obtain ⟨m, hm⟩ := Finite.exists_min x
  refine le_trans ?_ (hm i)
  by_contra hneg
  have hsum : (∑ j, H m j) * x m ≤ ∑ j, H m j * x j := by
    rw [Finset.sum_mul]
    refine Finset.sum_le_sum fun j _ => ?_
    rcases eq_or_ne m j with rfl | hmj
    · exact le_rfl
    · by_cases h : G.Adj m j
      · exact mul_le_mul_of_nonneg_left (hm j) (hH.pos m j h).le
      · simp [hH.zero m j hmj h]
  have hlt := mul_neg_of_pos_of_neg (sub_pos.2 (hE m)) (not_le.1 hneg)
  have hs := hx m
  rw [source_apply] at hs
  nlinarith

/-- On a connected graph, at an energy above all row sums of a hopping matrix, a nonnegative
source that is positive at some site produces a positive amplitude at every site. -/
theorem amplitude_pos (hG : G.Connected) (hH : IsHopping G H) {E : ℝ}
    (hE : ∀ i, ∑ j, H i j < E) {x : n → ℝ}
    (hx : ∀ i, 0 ≤ ((E • (1 : Matrix n n ℝ) - H) *ᵥ x) i) {s : n}
    (hs : 0 < ((E • (1 : Matrix n n ℝ) - H) *ᵥ x) s) (i : n) : 0 < x i := by
  have h0 := amplitude_nonneg hH hE hx
  -- a zero of the amplitude spreads to the neighbouring sites
  have step : ∀ a b, G.Adj a b → x a = 0 → x b = 0 := by
    intro a b hab ha
    have hterm : ∀ j ∈ Finset.univ, 0 ≤ H a j * x j := by
      intro j _
      rcases eq_or_ne a j with rfl | haj
      · simp [ha]
      · by_cases h : G.Adj a j
        · exact mul_nonneg (hH.pos a j h).le (h0 j)
        · simp [hH.zero a j haj h]
    have hle := Finset.single_le_sum hterm (Finset.mem_univ b)
    have hsrc := hx a
    rw [source_apply, ha] at hsrc
    have hb := hH.pos a b hab
    have hprod : H a b * x b = 0 :=
      le_antisymm (by linarith) (mul_nonneg hb.le (h0 b))
    exact (mul_eq_zero.1 hprod).resolve_left hb.ne'
  have spread : ∀ a b, G.Reachable a b → x a = 0 → x b = 0 := by
    rintro a b ⟨w⟩
    induction w with
    | nil => exact id
    | cons h _ ih => exact fun ha => ih (step _ _ h ha)
  refine lt_of_le_of_ne (h0 i) fun hi => ?_
  have hall : ∀ j, x j = 0 := fun j => spread i j (hG.preconnected i j) hi.symm
  rw [source_apply] at hs
  simp [hall] at hs

/-- Substituting a number `z` for the energy variable in `X - H` gives `z - H`. -/
theorem aeval_charmatrix {K : Type*} [Field K] [Algebra ℝ K] (H : Matrix n n ℝ) (z : K) :
    (aeval z : ℝ[X] →ₐ[ℝ] K).mapMatrix (charmatrix H)
      = z • (1 : Matrix n n K) - H.map (algebraMap ℝ K) := by
  ext a b
  rcases eq_or_ne a b with rfl | hab
  · simp
  · simp [hab]

/-- For a hopping matrix on a connected graph, every entry of the adjugate of `X - H` is a
nonzero polynomial in the energy. -/
theorem cofactor_ne_zero (hG : G.Connected) (hH : IsHopping G H) (i j : n) :
    (charmatrix H).adjugate i j ≠ 0 := by
  intro hzero
  -- an energy above all row sums
  obtain ⟨E, hE⟩ : ∃ E : ℝ, ∀ i, ∑ j, H i j < E := by
    refine ⟨1 + ∑ i, |∑ j, H i j|, fun i => ?_⟩
    have h1 := Finset.single_le_sum (f := fun i => |∑ j, H i j|)
      (fun k _ => abs_nonneg _) (Finset.mem_univ i)
    have h2 := le_abs_self (∑ j, H i j)
    dsimp only at h1
    linarith
  have hdet : (E • (1 : Matrix n n ℝ) - H).det ≠ 0 := by
    intro h
    obtain ⟨v, hv, hv0⟩ := Matrix.exists_mulVec_eq_zero_iff.2 h
    apply hv
    ext k
    have hp := amplitude_nonneg hH hE (x := v) (fun l => by simp [hv0]) k
    have hm := amplitude_nonneg hH hE (x := -v) (fun l => by simp [Matrix.mulVec_neg, hv0]) k
    simp only [Pi.neg_apply] at hm
    simp only [Pi.zero_apply]
    linarith
  -- the response to a unit source at site `j`
  have hcol : ∀ k, ((E • (1 : Matrix n n ℝ) - H) *ᵥ
      fun l => (E • (1 : Matrix n n ℝ) - H)⁻¹ l j) k = (1 : Matrix n n ℝ) k j := by
    intro k
    rw [← Matrix.mul_nonsing_inv _ hdet.isUnit]
    rfl
  have hpos := amplitude_pos hG hH hE
    (fun k => by rw [hcol, Matrix.one_apply]; split_ifs <;> norm_num)
    (s := j) (by rw [hcol]; simp) i
  have hadj : (E • (1 : Matrix n n ℝ) - H).adjugate i j = 0 := by
    have hmap : H.map (algebraMap ℝ ℝ) = H := by ext; rfl
    have h := aeval_charmatrix H E
    rw [hmap] at h
    rw [← h, ← AlgHom.map_adjugate]
    change aeval E ((charmatrix H).adjugate i j) = 0
    rw [hzero, map_zero]
  rw [Matrix.inv_def, Matrix.smul_apply, hadj, smul_zero] at hpos
  exact lt_irrefl _ hpos

end

end CofactorNeZero
```

The error:

```
Main.lean:100:4: error: `dsimp` made no progress

Note: The target expression is not type-correct under the `implicit` transparency level, which may have triggered the failure. This is usually caused by unfolding of semireducible definitions in prior tactic steps. Use `set_option linter.tacticCheckInstances true` to investigate the source of the issue.
Full error:
  function expected
    H i
Main.lean:117:4: error: Tactic `rfl` failed: The left-hand side
  ((E • ((E • 1 - H) * (E • 1 - H)⁻¹) - H) *ᵥ fun l => (E • ((E • 1 - H) * (E • 1 - H)⁻¹) - H)⁻¹ l j) k
is not definitionally equal to the right-hand side
  ((E • 1 - H) * (E • 1 - H)⁻¹) k j

n : Type u_1
inst✝¹ : Fintype n
inst✝ : DecidableEq n
G : SimpleGraph n
H : Matrix n n ℝ
hG : G.Connected
hH : IsHopping G H
i j : n
hzero : H.charmatrix.adjugate i j = 0
E : ℝ
hE : ∀ (i : n), ∑ j, H i j < E
hdet : (E • 1 - H).det ≠ 0
k : n
⊢ ((E • ((E • 1 - H) * (E • 1 - H)⁻¹) - H) *ᵥ fun l => (E • ((E • 1 - H) * (E • 1 - H)⁻¹) - H)⁻¹ l j) k =
    ((E • 1 - H) * (E • 1 - H)⁻¹) k j
```

The first error arises because `dsimp only at h1` had nothing to simplify. It was there to apply the function given as `f` to its arguments, but Lean had already done that when it recorded the type of `h1`, and `dsimp` fails if it changes nothing. The note about `H i` is a side issue: `H i` is a function application only once the definition of `Matrix` is unfolded, which the restricted check does not do. Dropping the `dsimp` call removes the error, and the repair also writes out the inequality `h1` in the form `linarith` needs.

The second error comes from rewriting backwards with `Matrix.mul_nonsing_inv`. This was meant to turn the identity matrix on the right of the goal into `(E • 1 - H) * (E • 1 - H)⁻¹`, but `rw` replaces every instance of the pattern, including the `1` inside each `E • 1 - H` on the left. The two sides then involve different matrices, and `rfl` fails. The repair leaves the goal alone: it takes the `k`, `j` entry of the inverse identity with `congrFun`, expands the product into a sum with `Matrix.mul_apply`, and closes the goal with `exact h`, since the matrix-vector product on the left is that same sum by definition.

The mended proof, as a diff:

```diff
@@ -95,8 +95,9 @@
   obtain ⟨E, hE⟩ : ∃ E : ℝ, ∀ i, ∑ j, H i j < E := by
     refine ⟨1 + ∑ i, |∑ j, H i j|, fun i => ?_⟩
-    have h1 := Finset.single_le_sum (f := fun i => |∑ j, H i j|)
-      (fun k _ => abs_nonneg _) (Finset.mem_univ i)
+    have h1 : |∑ j, H i j| ≤ ∑ k, |∑ j, H k j| :=
+      Finset.single_le_sum (f := fun k => |∑ j, H k j|)
+        (fun k _ => abs_nonneg _) (Finset.mem_univ i)
     have h2 := le_abs_self (∑ j, H i j)
-    dsimp only at h1
+
     linarith
   have hdet : (E • (1 : Matrix n n ℝ) - H).det ≠ 0 := by
@@ -114,6 +115,7 @@
       fun l => (E • (1 : Matrix n n ℝ) - H)⁻¹ l j) k = (1 : Matrix n n ℝ) k j := by
     intro k
-    rw [← Matrix.mul_nonsing_inv _ hdet.isUnit]
-    rfl
+    have h := congrFun (congrFun (Matrix.mul_nonsing_inv _ hdet.isUnit) k) j
+    rw [Matrix.mul_apply] at h
+    exact h
   have hpos := amplitude_pos hG hH hE
     (fun k => by rw [hcol, Matrix.one_apply]; split_ifs <;> norm_num)
```
